# Matrix Elements between Symmetry-Projected Functions as a Single Sum, for an Invariant Operator and a Finite Group of Unitary Symmetries

Let \(U\) be a unitary representation of a finite group \(G\) on a complex inner-product space \(V\), let \(H\) be a linear operator on \(V\) that commutes with every \(U(g)\), and let \(Y=\sum_{g} c(g)\,U(g)\) with arbitrary complex coefficients \(c(g)\). The inner product \(\langle\cdot,\cdot\rangle\) is conjugate-linear in its first argument, and the file below proves that \(\langle Y\varphi, H\,Y\psi\rangle\), for any \(\varphi,\psi\in V\), is a single sum over \(G\).

```lean
import Mathlib

open scoped InnerProductSpace ComplexConjugate

namespace SymmetryProjectedMatrixElements

noncomputable section

variable {G V : Type*} [Group G] [NormedAddCommGroup V] [InnerProductSpace ℂ V]

/-- The symmetry operations preserve all inner products. -/
def IsUnitaryRep (U : G →* Module.End ℂ V) : Prop :=
  ∀ (g : G) (φ ψ : V), ⟪U g φ, U g ψ⟫_ℂ = ⟪φ, ψ⟫_ℂ

/-- The operator `H` commutes with every symmetry operation. -/
def IsInvariant (U : G →* Module.End ℂ V) (H : Module.End ℂ V) : Prop :=
  ∀ (g : G) (ψ : V), H (U g ψ) = U g (H ψ)

/-- The operator `Y = Σ c(g) U(g)`, a linear combination of symmetry operations. -/
def projector [Fintype G] (U : G →* Module.End ℂ V) (c : G → ℂ) : Module.End ℂ V :=
  ∑ g, c g • U g

/-- The contracted coefficients `d(h) = Σ_g conj(c(g)) c(gh)`. -/
def contracted [Fintype G] (c : G → ℂ) (h : G) : ℂ :=
  ∑ g, conj (c g) * c (g * h)

/-- A symmetry operation on the bra can be moved to the ket: only the relative
operation `g⁻¹k` matters. -/
theorem matrixElement_relative {U : G →* Module.End ℂ V} {H : Module.End ℂ V}
    (hU : IsUnitaryRep U) (hH : IsInvariant U H) (g k : G) (φ ψ : V) :
    ⟪U g φ, H (U k ψ)⟫_ℂ = ⟪φ, H (U (g⁻¹ * k) ψ)⟫_ℂ := by
  have e : U k ψ = U g (U (g⁻¹ * k) ψ) := by
    rw [← Module.End.mul_apply, ← map_mul, mul_inv_cancel_left]
  rw [e, hH g, hU g]

/-- The matrix element of an invariant operator between two projected functions is a single sum over
the group, with the symmetry operations acting on the ket only. -/
theorem projected_matrixElement [Fintype G] {U : G →* Module.End ℂ V}
    {H : Module.End ℂ V} (hU : IsUnitaryRep U) (hH : IsInvariant U H)
    (c : G → ℂ) (φ ψ : V) :
    ⟪projector U c φ, H (projector U c ψ)⟫_ℂ
      = ∑ h, contracted c h * ⟪φ, H (U h ψ)⟫_ℂ := by
  have a : ∀ χ : V, projector U c χ = ∑ g, c g • U g χ := by
    intro χ
    simp [projector, LinearMap.sum_apply]
  calc ⟪projector U c φ, H (projector U c ψ)⟫_ℂ
      = ∑ g, ∑ k, conj (c g) * c k * ⟪U g φ, H (U k ψ)⟫_ℂ := by
        -- the naive double sum over bra and ket operations
        rw [a φ, a ψ, map_sum, sum_inner]
        refine Finset.sum_congr rfl fun g _ => ?_
        rw [inner_sum]
        refine Finset.sum_congr rfl fun k _ => ?_
        rw [map_smul, inner_smul_left, inner_smul_right]
        ring
    _ = ∑ g, ∑ h, conj (c g) * c (g * h) * ⟪φ, H (U h ψ)⟫_ℂ := by
        -- substitute k = g h
        refine Finset.sum_congr rfl fun g _ => ?_
        refine (Equiv.sum_comp (Equiv.mulLeft g)
          (fun k => conj (c g) * c k * ⟪U g φ, H (U k ψ)⟫_ℂ)).symm.trans
          (Finset.sum_congr rfl fun h _ => ?_)
        change conj (c g) * c (g * h) * ⟪U g φ, H (U (g * h) ψ)⟫_ℂ = _
        rw [matrixElement_relative hU hH, inv_mul_cancel_left]
    _ = ∑ h, contracted c h * ⟪φ, H (U h ψ)⟫_ℂ := by
        rw [Finset.sum_comm]
        refine Finset.sum_congr rfl fun h _ => ?_
        rw [contracted, Finset.sum_mul]

/-- The contracted coefficients of an operation and of its inverse are complex
conjugates of each other. -/
theorem contracted_inv [Fintype G] (c : G → ℂ) (h : G) :
    contracted c h⁻¹ = conj (contracted c h) := by
  unfold contracted
  rw [map_sum]
  refine (Equiv.sum_comp (Equiv.mulRight h)
    (fun g => conj (c g) * c (g * h⁻¹))).symm.trans
    (Finset.sum_congr rfl fun g _ => ?_)
  change conj (c (g * h)) * c (g * h * h⁻¹) = _
  rw [mul_inv_cancel_right, map_mul, Complex.conj_conj, mul_comm]

/-- The projection coefficients `conj(χ(g)) / |G|` of a one-dimensional character. -/
def characterCoeff [Fintype G] (χ : G →* ℂ) (g : G) : ℂ :=
  conj (χ g) / (Fintype.card G : ℂ)

/-- For a one-dimensional character the contracted coefficients equal the original
projection coefficients. -/
theorem contracted_character [Fintype G] (χ : G →* ℂ) (h : G) :
    contracted (characterCoeff χ) h = characterCoeff χ h := by
  have hn : (Fintype.card G : ℂ) ≠ 0 := Nat.cast_ne_zero.mpr Fintype.card_ne_zero
  -- one-dimensional characters of a finite group have modulus one
  have hχ : ∀ g, χ g * conj (χ g) = 1 := by
    intro g
    have h1 : χ g ^ Fintype.card G = 1 := by
      rw [← map_pow, pow_card_eq_one, map_one]
    have h2 : ‖χ g‖ ^ Fintype.card G = 1 := by
      rw [← norm_pow, h1, norm_one]
    have h3 : ‖χ g‖ = 1 :=
      (pow_eq_one_iff_of_nonneg (norm_nonneg _) Fintype.card_ne_zero).mp h2
    rw [Complex.mul_conj, Complex.normSq_eq_norm_sq, h3]
    norm_num
  have hterm : ∀ g, conj (characterCoeff χ g) * characterCoeff χ (g * h)
      = conj (χ h) / (Fintype.card G : ℂ) ^ 2 := by
    intro g
    simp only [characterCoeff, map_div₀, Complex.conj_conj, map_natCast, map_mul]
    linear_combination (conj (χ h) / (Fintype.card G : ℂ) ^ 2) * hχ g
  unfold contracted
  rw [Finset.sum_congr rfl fun g _ => hterm g, Finset.sum_const, Finset.card_univ,
    nsmul_eq_mul, characterCoeff]
  field_simp

/-- The antisymmetrizer `(1/N!) Σ_σ sign(σ) U(σ)` of `N` particles. -/
def antisymmetrizer {N : ℕ} (U : Equiv.Perm (Fin N) →* Module.End ℂ V) :
    Module.End ℂ V :=
  projector U fun σ => ((Equiv.Perm.sign σ : ℤ) : ℂ) / (N.factorial : ℂ)

/-- The matrix element of a permutation-invariant operator between two antisymmetrized
functions is a signed average over the `N!` permutations of the ket. -/
theorem antisymmetrized_matrixElement {N : ℕ}
    {U : Equiv.Perm (Fin N) →* Module.End ℂ V} {H : Module.End ℂ V}
    (hU : IsUnitaryRep U) (hH : IsInvariant U H) (φ ψ : V) :
    ⟪antisymmetrizer U φ, H (antisymmetrizer U ψ)⟫_ℂ
      = ∑ σ, ((Equiv.Perm.sign σ : ℤ) : ℂ) / (N.factorial : ℂ) * ⟪φ, H (U σ ψ)⟫_ℂ := by
  -- the sign is a one-dimensional character
  let χ : Equiv.Perm (Fin N) →* ℂ :=
    (Int.castRingHom ℂ).toMonoidHom.comp ((Units.coeHom ℤ).comp Equiv.Perm.sign)
  have hc : (fun σ : Equiv.Perm (Fin N) =>
      ((Equiv.Perm.sign σ : ℤ) : ℂ) / (N.factorial : ℂ)) = characterCoeff χ := by
    funext σ
    have hs : conj (χ σ) = ((Equiv.Perm.sign σ : ℤ) : ℂ) := by
      change conj ((Equiv.Perm.sign σ : ℤ) : ℂ) = _
      exact map_intCast _ _
    rw [characterCoeff, hs, Fintype.card_perm, Fintype.card_fin]
  unfold antisymmetrizer
  rw [projected_matrixElement hU hH]
  refine Finset.sum_congr rfl fun σ _ => ?_
  rw [hc, contracted_character, ← hc]

/-- Permutations of `N` particles on `M` lattice sites, acting on wavefunctions by
`(U(σ)ψ)(x) = ψ(x ∘ σ)`. -/
def exchange (N M : ℕ) :
    Equiv.Perm (Fin N) →* Module.End ℂ (EuclideanSpace ℂ (Fin N → Fin M)) where
  toFun σ :=
    { toFun := fun ψ => WithLp.toLp 2 fun x => ψ (x ∘ σ)
      map_add' := by intro a b; ext x; rfl
      map_smul' := by intro a b; ext x; rfl }
  map_one' := LinearMap.ext fun ψ => by ext x; rfl
  map_mul' σ τ := LinearMap.ext fun ψ => by ext x; rfl

/-- Multiplication by the potential `Σ_ij w(x_i, x_j)`, summed over all `i` and `j`. -/
def pairPotential (N : ℕ) {M : ℕ} (w : Fin M → Fin M → ℝ) :
    Module.End ℂ (EuclideanSpace ℂ (Fin N → Fin M)) where
  toFun ψ := WithLp.toLp 2 fun x => ((∑ i, ∑ j, w (x i) (x j) : ℝ) : ℂ) * ψ x
  map_add' := by intro a b; ext x; exact mul_add _ _ _
  map_smul' := by intro a b; ext x; exact mul_left_comm _ _ _

/-- Particle exchange on a lattice is a unitary representation, and every pair potential
commutes with it. -/
theorem exchange_witness (N M : ℕ) (w : Fin M → Fin M → ℝ) :
    IsUnitaryRep (exchange N M) ∧ IsInvariant (exchange N M) (pairPotential N w) := by
  constructor
  · intro σ φ ψ
    rw [PiLp.inner_apply, PiLp.inner_apply]
    -- relabelling the particles permutes the configurations
    exact Equiv.sum_comp (Equiv.arrowCongr σ.symm (Equiv.refl (Fin M)))
      (fun x => ⟪φ x, ψ x⟫_ℂ)
  · intro σ ψ
    ext x
    have key : (∑ i, ∑ j, w (x (σ i)) (x (σ j))) = ∑ i, ∑ j, w (x i) (x j) :=
      (Finset.sum_congr rfl fun i _ =>
        Equiv.sum_comp σ (fun j => w (x (σ i)) (x j))).trans
        (Equiv.sum_comp σ (fun i => ∑ j, w (x i) (x j)))
    change ((∑ i, ∑ j, w (x i) (x j) : ℝ) : ℂ) * ψ (x ∘ σ)
      = ((∑ i, ∑ j, w (x (σ i)) (x (σ j)) : ℝ) : ℂ) * ψ (x ∘ σ)
    rw [key]

end

end SymmetryProjectedMatrixElements
```

```lean
#print axioms SymmetryProjectedMatrixElements.projected_matrixElement
#print axioms SymmetryProjectedMatrixElements.contracted_inv
#print axioms SymmetryProjectedMatrixElements.antisymmetrized_matrixElement
```

```
'SymmetryProjectedMatrixElements.projected_matrixElement' depends on axioms: [propext, Classical.choice, Quot.sound]
'SymmetryProjectedMatrixElements.contracted_inv' depends on axioms: [propext, Classical.choice, Quot.sound]
'SymmetryProjectedMatrixElements.antisymmetrized_matrixElement' depends on axioms: [propext, Classical.choice, Quot.sound]
```

## The operators and the contracted coefficients

The main theorem, `projected_matrixElement`, states that

\[
\langle Y\varphi, H\,Y\psi\rangle=\sum_{h\in G} d(h)\,\langle\varphi, H\,U(h)\psi\rangle,
\qquad
d(h)=\sum_{g\in G}\overline{c(g)}\,c(gh).
\]

Expanding both projected functions directly gives \(|G|^2\) matrix elements. On the right-hand side there are \(|G|\), and the symmetry operations act on the ket only.

In Lean, the representation is a monoid homomorphism `U : G →* Module.End ℂ V`, which means that \(U(1)\) is the identity and \(U(gk)=U(g)U(k)\). The hypothesis `IsUnitaryRep U` adds that every \(U(g)\) preserves inner products. Since \(U(g^{-1})\) is the inverse of \(U(g)\), each operation is then unitary in the usual sense. The hypothesis `IsInvariant U H` is the commutation relation \(H\,U(g)\psi=U(g)\,H\psi\) for all \(g\) and \(\psi\).

The operator \(Y\) is `projector U c`. Despite the name, nothing requires \(Y^2=Y\): the coefficients are free, and the theorem holds for any linear combination of symmetry operations. The function \(d\) is `contracted c`. It depends only on the group and on \(c\), so one table of \(d(h)\) serves all pairs of basis functions and all invariant operators.

The space \(V\) may have any dimension and need not be complete, and \(H\) need not be Hermitian. However, \(H\) must be defined on all of \(V\) and map \(V\) into itself.

## Identical particles and correlated Gaussians

For \(N\) identical particles, \(G\) is the group of permutations, `Equiv.Perm (Fin N)`, and commutation with \(H\) expresses that the Hamiltonian does not distinguish the particles. The definition `antisymmetrizer` is

\[
A=\frac{1}{N!}\sum_{\sigma}\operatorname{sign}(\sigma)\,U(\sigma),
\]

and `antisymmetrized_matrixElement` states that

\[
\langle A\varphi, H A\psi\rangle=\frac{1}{N!}\sum_{\sigma}\operatorname{sign}(\sigma)\,\langle\varphi, H\,U(\sigma)\psi\rangle .
\]

The sum has \(N!\) terms, where the direct expansion has \((N!)^2\).

The functions \(A\varphi\) and \(A\psi\) are not normalised. The identity operator commutes with every \(U(\sigma)\), so the same theorem with \(H=1\) gives the overlap. For \(A\varphi\neq 0\), the normalised expectation value is therefore

\[
\frac{\langle A\varphi, H A\varphi\rangle}{\langle A\varphi, A\varphi\rangle}
=\frac{\sum_\sigma \operatorname{sign}(\sigma)\,\langle\varphi,H\,U(\sigma)\varphi\rangle}{\sum_\sigma \operatorname{sign}(\sigma)\,\langle\varphi,U(\sigma)\varphi\rangle},
\]

in which the factor \(1/N!\) has cancelled.

This is useful in variational calculations with explicitly correlated Gaussians. The next section shows how the Coulomb Hamiltonian meets the requirement that \(H\) map \(V\) into itself. In the simplest form, without shifted centres or prefactors, such a Gaussian depends on all particle coordinates through a quadratic form, and a permutation of the particles produces another Gaussian with a permuted exponent matrix. For purely spatial functions, each term of the sum is then an ordinary matrix element between two Gaussians. If each Gaussian is multiplied by a spin function and the Hamiltonian does not act on spin, each term also contains the overlap of one spin function with the permuted other one. The number of terms still grows as \(N!\).

The general coefficients \(c(g)\) matter when spin has been separated off and the spatial function is projected with a combination of permutations other than the antisymmetrizer. The main theorem applies to that case with the corresponding \(d(h)\). The file contains no Gaussian integrals and no spin functions, and it counts terms only through the form of the sums.

## The Coulomb Hamiltonian in a finite basis

The Coulomb Hamiltonian \(H_{\mathrm C}\) is not defined on every square-integrable function, and applied to a Gaussian it produces functions with \(1/r\) factors, which lie outside the span of the Gaussians. It cannot be inserted for \(H\) directly, but in a finite basis its projection can.

Let \(V\) be the span of the chosen Gaussians and all their permuted images, and let \(P\) be the orthogonal projection onto this finite-dimensional space. For \(\psi\in V\) define \(H\psi=P\,H_{\mathrm C}\psi\). This \(H\) maps \(V\) into itself, and for all \(\varphi,\psi\in V\)

\[
\langle\varphi,H\psi\rangle=\langle\varphi,H_{\mathrm C}\psi\rangle .
\]

The permutations are unitary and map \(V\) onto itself, so \(P\) commutes with them, and \(H\) inherits the permutation invariance of \(H_{\mathrm C}\). The theorem therefore applies to \(H\), and by the equation above the matrix elements in it are those of the Coulomb Hamiltonian. The permuted images serve only to make \(V\) closed under the permutations and need not be added to the variational basis. This argument is not part of the Lean file.

## From two group sums to one

The first step moves a symmetry operation from the bra to the ket. For \(g,k\in G\), write \(U(k)=U(g)\,U(g^{-1}k)\). Then

\[
\begin{aligned}
\langle U(g)\varphi, H\,U(k)\psi\rangle
&=\langle U(g)\varphi, H\,U(g)\,U(g^{-1}k)\psi\rangle\\
&=\langle U(g)\varphi, U(g)\,H\,U(g^{-1}k)\psi\rangle\\
&=\langle\varphi, H\,U(g^{-1}k)\psi\rangle .
\end{aligned}
\]

The second line uses commutation and the third uses unitarity. Only the relative operation \(g^{-1}k\) remains. This is `matrixElement_relative`: the auxiliary equation `e` is the factorisation of \(U(k)\psi\), and the final rewrite applies `e`, `hH g` and `hU g` in the order of the three lines.

Now expand both projected functions. Conjugate-linearity in the bra gives

\[
\langle Y\varphi, H\,Y\psi\rangle
=\sum_{g}\sum_{k}\overline{c(g)}\,c(k)\,\langle U(g)\varphi, H\,U(k)\psi\rangle .
\]

For fixed \(g\), the map \(h\mapsto gh\) is a bijection of \(G\), so \(k=gh\) may be substituted in the inner sum. The relative operation is \(g^{-1}(gh)=h\), and

\[
\langle Y\varphi, H\,Y\psi\rangle
=\sum_{g}\sum_{h}\overline{c(g)}\,c(gh)\,\langle\varphi, H\,U(h)\psi\rangle .
\]

The matrix element no longer depends on \(g\). Exchanging the two finite sums and collecting the factor in front of each matrix element gives

\[
\langle Y\varphi, H\,Y\psi\rangle
=\sum_{h}\Bigl(\sum_{g}\overline{c(g)}\,c(gh)\Bigr)\langle\varphi, H\,U(h)\psi\rangle
=\sum_h d(h)\,\langle\varphi, H\,U(h)\psi\rangle .
\]

The `calc` block in `projected_matrixElement` has the same three stages. The first uses linearity of \(H\) and of the inner product to reach the double sum. The second performs the substitution with `Equiv.mulLeft g` and then calls `matrixElement_relative`. The third exchanges the sums with `Finset.sum_comm` and recognises `contracted c h`.

The theorem `contracted_inv` records a symmetry of the coefficients. Start from

\[
d(h^{-1})=\sum_g\overline{c(g)}\,c(gh^{-1})
\]

and replace \(g\) by \(gh\), which again runs over the whole group:

\[
d(h^{-1})=\sum_g\overline{c(gh)}\,c(g)
=\overline{\sum_g\overline{c(g)}\,c(gh)}
=\overline{d(h)} .
\]

In Lean the replacement is made by `Equiv.mulRight h`.

## Coefficients that reproduce themselves

For a one-dimensional character \(\chi\), that is, a multiplicative map from \(G\) to the complex numbers with \(\chi(1)=1\), the projection coefficients are

\[
c(g)=\frac{\overline{\chi(g)}}{|G|},
\]

which is `characterCoeff χ`. The theorem `contracted_character` states that \(d=c\) in this case, so no separate contraction has to be computed.

The proof needs \(|\chi(g)|=1\), and this follows from the finiteness of the group. Since \(g^{|G|}=1\), also \(\chi(g)^{|G|}=1\), hence \(|\chi(g)|^{|G|}=1\). A non-negative real number with a positive power equal to one is itself one. These are the steps `h1`, `h2` and `h3`, and together they give `hχ`, the equation \(\chi(g)\overline{\chi(g)}=1\).

Each term of \(d(h)\) is then

\[
\overline{c(g)}\,c(gh)
=\frac{\chi(g)}{|G|}\,\frac{\overline{\chi(g)}\,\overline{\chi(h)}}{|G|}
=\frac{\overline{\chi(h)}}{|G|^2},
\]

which is the statement `hterm`. It does not depend on \(g\). Summing \(|G|\) equal terms gives

\[
d(h)=|G|\,\frac{\overline{\chi(h)}}{|G|^2}=\frac{\overline{\chi(h)}}{|G|}=c(h).
\]

The sign of a permutation is such a character. It is real, so the complex conjugation has no effect, and the permutation group has \(N!\) elements. Hence \(c(\sigma)=\operatorname{sign}(\sigma)/N!\), which are the coefficients of the antisymmetrizer. In `antisymmetrized_matrixElement` the local definition `χ` turns the sign into a complex-valued character, and `hc` identifies the two expressions for the coefficients. The main theorem then supplies the single sum, and `contracted_character` replaces \(d(\sigma)\) by \(c(\sigma)\) in each term.

## Particles on a lattice

The last definitions give a concrete system that satisfies both hypotheses. A configuration \(x\) assigns one of \(M\) sites to each of \(N\) particles, and a wavefunction assigns a complex amplitude to each configuration. The representation `exchange N M` acts by

\[
(U(\sigma)\psi)(x)=\psi(x\circ\sigma).
\]

This convention respects the order of multiplication, because applying \(U(\tau)\) and then \(U(\sigma)\) yields \(\psi(x\circ\sigma\circ\tau)\), which is \((U(\sigma\tau)\psi)(x)\).

The operator `pairPotential N w` multiplies the wavefunction by

\[
W(x)=\sum_{i}\sum_{j} w(x_i,x_j),
\]

with a real function \(w\) that need not be symmetric. The sum runs over all ordered pairs and includes \(i=j\), so a symmetric interaction is counted twice for each pair of distinct particles, and the diagonal terms act as a one-particle potential. There is no hopping or kinetic term in this example.

The theorem `exchange_witness` verifies the two properties. For unitarity,

\[
\langle U(\sigma)\varphi,U(\sigma)\psi\rangle
=\sum_x\overline{\varphi(x\circ\sigma)}\,\psi(x\circ\sigma)
=\sum_x\overline{\varphi(x)}\,\psi(x)
=\langle\varphi,\psi\rangle,
\]

because \(x\mapsto x\circ\sigma\) is a bijection of the configurations. For invariance, relabelling both summation indices gives

\[
W(x\circ\sigma)=\sum_{i}\sum_{j} w(x_{\sigma(i)},x_{\sigma(j)})=W(x),
\]

so that multiplying by \(W\) before or after the exchange gives the same function, \(W(x)\,\psi(x\circ\sigma)\). In the Lean proof, `key` is this equality of the two double sums, obtained by reindexing first \(j\) and then \(i\) with \(\sigma\).
